# Overlap-orthogonal trial responses bound the second-order energy of a nondegenerate ground state from above

A: Let H be a Hermitian matrix, S a positive definite overlap matrix, and ψ the nondegenerate lowest solution of Hψ = eSψ. Write K = H − eS. For any source vector b, the functional

F(x) = ⟨x, Kx⟩ + 2 Re⟨x, b⟩

has exactly one minimizer y among the vectors with ⟨ψ, Sx⟩ = 0, and every such x satisfies

F(x) − F(y) = ⟨x − y, K(x − y)⟩.

The right side is positive unless x = y, so an unconverged or basis-restricted response that keeps this orthogonality gives too high a value whenever it differs from y. This bears on phonon calculations with ultrasoft pseudopotentials, for a single nondegenerate level in a finite basis with the perturbing operators held fixed.

In Lean 4 with Mathlib:

```lean
import Mathlib

open Matrix
open scoped ComplexOrder

namespace UltrasoftSecondOrder

variable {n : Type*} [Fintype n]
```

Q: Fixed operators? In a self-consistent calculation the potential responds as well.

A: It does, and that feedback is absent here, as are several occupied orbitals. The matrix `shifted H S e` is K, with e real.

```lean
/-- The operator `H - e S` of the generalized eigenvalue problem. -/
def shifted (H S : Matrix n n ℂ) (e : ℝ) : Matrix n n ℂ := H - (e : ℂ) • S
```

Q: And the brackets?

A: They conjugate the first argument. `expect` takes the real part, which loses nothing for a Hermitian matrix.

```lean
/-- The real part of `⟨x, A x⟩`. -/
def expect (A : Matrix n n ℂ) (x : n → ℂ) : ℝ := (star x ⬝ᵥ A *ᵥ x).re
```

`energy` is F, and its source b is arbitrary.

```lean
/-- The second-order functional `F(x) = ⟨x, (H - e S) x⟩ + 2 Re ⟨x, b⟩` of a trial response `x`
to the source `b`. -/
def energy (H S : Matrix n n ℂ) (e : ℝ) (b x : n → ℂ) : ℝ :=
  expect (shifted H S e) x + 2 * (star x ⬝ᵥ b).re
```

`SOrth S ψ x` says ⟨ψ, Sx⟩ = 0, orthogonality in the overlap metric.

```lean
/-- The vector `x` is S-orthogonal to `ψ`: `⟨ψ, S x⟩ = 0`. -/
def SOrth (S : Matrix n n ℂ) (ψ x : n → ℂ) : Prop := star ψ ⬝ᵥ S *ᵥ x = 0
```

Q: How does a matrix statement know that ψ is the ground state?

A: Through two conditions besides the eigenvalue equation. `lowest` is the Rayleigh bound ⟨x, Hx⟩ ≥ e⟨x, Sx⟩, and `nondegenerate` says that every solution at level e is a multiple of ψ. Normalisation is not required.

```lean
/-- `ψ` is a nondegenerate ground state at level `e`: a nonzero solution of `H ψ = e S ψ`, unique
up to a factor, with `e ⟨x, S x⟩ ≤ ⟨x, H x⟩` for every `x`. -/
structure IsGround (H S : Matrix n n ℂ) (e : ℝ) (ψ : n → ℂ) : Prop where
  ne_zero : ψ ≠ 0
  eigen : H *ᵥ ψ = (e : ℂ) • (S *ᵥ ψ)
  lowest : ∀ x, e * expect S x ≤ expect H x
  nondegenerate : ∀ x, H *ᵥ x = (e : ℂ) • (S *ᵥ x) → ∃ c : ℂ, x = c • ψ
```

Q: Why should K be strictly positive on the complement? The Rayleigh bound only gives ≥ 0.

A: Suppose ⟨x, Kx⟩ = 0. For every vector v and real t,

0 ≤ ⟨x + tv, K(x + tv)⟩ = 2t Re⟨v, Kx⟩ + t²⟨v, Kv⟩.

The linear term must vanish, and v = Kx gives Kx = 0. Nondegeneracy then makes x = cψ, and 0 = ⟨ψ, Sx⟩ = c⟨ψ, Sψ⟩ forces c = 0. So x = 0.

The first two lemmas supply the Hermitian symmetry. The third builds a `PosSemidef` matrix from the Rayleigh bound, and Mathlib's `dotProduct_mulVec_zero_iff` then turns ⟨x, Kx⟩ = 0 into Kx = 0.

```lean
variable {H S : Matrix n n ℂ} {e : ℝ} {ψ : n → ℂ}

/-- For a Hermitian matrix, exchanging bra and ket conjugates the matrix element. -/
theorem braket_swap {A : Matrix n n ℂ} (hA : A.IsHermitian) (x y : n → ℂ) :
    star x ⬝ᵥ A *ᵥ y = star (star y ⬝ᵥ A *ᵥ x) := by
  have h : star (star y ⬝ᵥ A *ᵥ x) = star (A *ᵥ x) ⬝ᵥ y := by
    generalize A *ᵥ x = v
    simp [dotProduct, mul_comm]
  rw [h, Matrix.star_mulVec, hA.eq, Matrix.dotProduct_mulVec]

omit [Fintype n] in
/-- For Hermitian `H` and `S` and real `e`, the operator `H - e S` is Hermitian. -/
theorem shifted_isHermitian (hH : H.IsHermitian) (hS : S.IsHermitian) (e : ℝ) :
    (shifted H S e).IsHermitian := by
  unfold Matrix.IsHermitian shifted
  rw [conjTranspose_sub, conjTranspose_smul, hH.eq, hS.eq, Complex.star_def,
    Complex.conj_ofReal]

/-- For Hermitian `H` and positive definite `S`, `H - e S` is strictly positive on the nonzero
vectors S-orthogonal to a nondegenerate ground state. -/
theorem expect_shifted_pos (hH : H.IsHermitian) (hS : S.PosDef) (hψ : IsGround H S e ψ)
    {x : n → ℂ} (hx : SOrth S ψ x) (hx0 : x ≠ 0) : 0 < expect (shifted H S e) x := by
  classical
  have hA := shifted_isHermitian hH hS.isHermitian e
  have hre : ∀ v, 0 ≤ (star v ⬝ᵥ shifted H S e *ᵥ v).re := by
    intro v
    have h := hψ.lowest v
    unfold expect at h
    rw [shifted, sub_mulVec, smul_mulVec, dotProduct_sub, dotProduct_smul, smul_eq_mul,
      Complex.sub_re, Complex.re_ofReal_mul]
    linarith
  have him : ∀ v, (star v ⬝ᵥ shifted H S e *ᵥ v).im = 0 := by
    intro v
    have h := congrArg Complex.im (braket_swap hA v v)
    rw [Complex.star_def, Complex.conj_im] at h
    linarith
  have hpsd : (shifted H S e).PosSemidef :=
    PosSemidef.of_dotProduct_mulVec_nonneg hA fun v =>
      Complex.nonneg_iff.2 ⟨hre v, (him v).symm⟩
  refine lt_of_le_of_ne (hre x) fun hz => hx0 ?_
  -- a zero expectation value forces `x` to be a multiple of the ground state
  have hk := (hpsd.dotProduct_mulVec_zero_iff x).1 (Complex.ext hz.symm (him x))
  rw [shifted, sub_mulVec, smul_mulVec] at hk
  obtain ⟨c, rfl⟩ := hψ.nondegenerate x (sub_eq_zero.1 hk)
  unfold SOrth at hx
  rw [mulVec_smul, dotProduct_smul, smul_eq_mul] at hx
  have hc := (mul_eq_zero.1 hx).resolve_right (hS.dotProduct_mulVec_pos hψ.ne_zero).ne'
  rw [hc, zero_smul]
```

Q: K annihilates ψ, so it is singular. How do you solve for the response?

A: Add a rank-one term:

Lv = Kv + ⟨ψ, Sv⟩ Sψ.

Since ⟨ψ, Kv⟩ = 0, projecting on ψ gives

⟨ψ, Lv⟩ = ⟨ψ, Sv⟩⟨ψ, Sψ⟩.

If Lv = 0, then ⟨ψ, Sv⟩ = 0, hence Kv = 0, and strict positivity gives v = 0. An injective linear map on a finite-dimensional space is surjective, so we can solve

Ly = cSψ − b, with c = ⟨ψ, b⟩/⟨ψ, Sψ⟩.

The ordinary inner product of ψ with the right side is zero, so ⟨ψ, Sy⟩ = 0 and the extra term disappears:

Ky + b = cSψ.

This is the Sternheimer equation with the Sψ part of the source projected out. If ⟨ψ, b⟩ = 0, it reads Ky = −b. In the code, `hinj` is the injectivity argument and `hbra` the projection.

```lean
/-- For Hermitian `H`, positive definite `S` and a nondegenerate ground state `ψ`, the Sternheimer
equation with the `S ψ` part of the source projected out has a solution S-orthogonal to `ψ`. -/
theorem exists_response (hH : H.IsHermitian) (hS : S.PosDef) (hψ : IsGround H S e ψ)
    (b : n → ℂ) : ∃ y, SOrth S ψ y ∧ shifted H S e *ᵥ y + b =
      ((star ψ ⬝ᵥ b) / (star ψ ⬝ᵥ S *ᵥ ψ)) • (S *ᵥ ψ) := by
  have hN : star ψ ⬝ᵥ S *ᵥ ψ ≠ 0 := (hS.dotProduct_mulVec_pos hψ.ne_zero).ne'
  have hleft : ∀ v, star ψ ⬝ᵥ shifted H S e *ᵥ v = 0 := by
    intro v
    rw [braket_swap (shifted_isHermitian hH hS.isHermitian e), shifted, sub_mulVec,
      smul_mulVec, hψ.eigen, sub_self, dotProduct_zero, star_zero]
  -- a rank-one term removes the null vector
  let L : (n → ℂ) →ₗ[ℂ] (n → ℂ) :=
    { toFun := fun v => shifted H S e *ᵥ v + (star ψ ⬝ᵥ S *ᵥ v) • (S *ᵥ ψ)
      map_add' := by
        intro u v
        simp only [mulVec_add, dotProduct_add, add_smul]
        abel
      map_smul' := by
        intro c v
        simp only [mulVec_smul, dotProduct_smul, smul_eq_mul, mul_smul, smul_add,
          RingHom.id_apply] }
  have hbra : ∀ v, star ψ ⬝ᵥ L v = (star ψ ⬝ᵥ S *ᵥ v) * (star ψ ⬝ᵥ S *ᵥ ψ) := by
    intro v
    change star ψ ⬝ᵥ (shifted H S e *ᵥ v + (star ψ ⬝ᵥ S *ᵥ v) • (S *ᵥ ψ)) = _
    rw [dotProduct_add, hleft, dotProduct_smul, smul_eq_mul, zero_add]
  have hL : ∀ v, star ψ ⬝ᵥ S *ᵥ v = 0 → L v = shifted H S e *ᵥ v := by
    intro v hv
    change shifted H S e *ᵥ v + (star ψ ⬝ᵥ S *ᵥ v) • (S *ᵥ ψ) = _
    rw [hv, zero_smul, add_zero]
  have hinj : Function.Injective L := by
    refine (injective_iff_map_eq_zero L).2 fun v hv => ?_
    have h := hbra v
    rw [hv, dotProduct_zero] at h
    have h0 := (mul_eq_zero.1 h.symm).resolve_right hN
    by_contra hne
    have hpos := expect_shifted_pos hH hS hψ h0 hne
    rw [expect, ← hL v h0, hv, dotProduct_zero, Complex.zero_re] at hpos
    exact lt_irrefl _ hpos
  obtain ⟨y, hy⟩ := LinearMap.injective_iff_surjective.1 hinj
    (((star ψ ⬝ᵥ b) / (star ψ ⬝ᵥ S *ᵥ ψ)) • (S *ᵥ ψ) - b)
  have h := hbra y
  rw [hy, dotProduct_sub, dotProduct_smul, smul_eq_mul, div_mul_cancel₀ _ hN, sub_self] at h
  have h0 := (mul_eq_zero.1 h.symm).resolve_right hN
  exact ⟨y, h0, by rw [← hL y h0, hy, sub_add_cancel]⟩
```

Q: Now the excess identity.

A: Put x = z + d and expand, using the Hermitian symmetry of K:

F(z + d) − F(z) = ⟨d, Kd⟩ + 2 Re⟨d, Kz + b⟩.

The first lemma below assumes that the last term vanishes. The second takes z = y, where the residual is a multiple f of Sψ. Then ⟨d, fSψ⟩ = f⟨d, Sψ⟩ = 0, because x and y are both S-orthogonal to ψ.

```lean
/-- For Hermitian `H` and `S`, if the residual at `z` has no real overlap with `x - z`, then
`F(x) - F(z)` is the expectation value of `H - e S` in `x - z`. -/
theorem energy_sub_of_stationary (hH : H.IsHermitian) (hS : S.IsHermitian) {b x z : n → ℂ}
    (h : (star (x - z) ⬝ᵥ (shifted H S e *ᵥ z + b)).re = 0) :
    energy H S e b x - energy H S e b z = expect (shifted H S e) (x - z) := by
  obtain ⟨d, rfl⟩ : ∃ d, x = z + d := ⟨x - z, by abel⟩
  rw [add_sub_cancel_left] at h ⊢
  have hs : (star z ⬝ᵥ shifted H S e *ᵥ d).re = (star d ⬝ᵥ shifted H S e *ᵥ z).re := by
    rw [braket_swap (shifted_isHermitian hH hS e) z d]
    exact Complex.conj_re _
  simp only [energy, expect, star_add, mulVec_add, add_dotProduct, dotProduct_add,
    Complex.add_re] at h ⊢
  linarith

/-- For Hermitian `H` and `S`, let `y` solve the Sternheimer equation up to a multiple of `S ψ`.
If `x` and `y` are S-orthogonal to `ψ`, then `F(x) - F(y) = ⟨x - y, (H - e S)(x - y)⟩`. -/
theorem energy_sub_response (hH : H.IsHermitian) (hS : S.IsHermitian) {b x y : n → ℂ} {f : ℂ}
    (hy : SOrth S ψ y) (hr : shifted H S e *ᵥ y + b = f • (S *ᵥ ψ)) (hx : SOrth S ψ x) :
    energy H S e b x - energy H S e b y = expect (shifted H S e) (x - y) := by
  apply energy_sub_of_stationary hH hS
  unfold SOrth at hx hy
  rw [hr, dotProduct_smul, braket_swap hS, mulVec_sub, dotProduct_sub, hx, hy, sub_self,
    star_zero, smul_zero, Complex.zero_re]
```

The main theorem combines existence, the identity and strict positivity. Its strict inequality for x ≠ y is what makes the minimizer unique.

```lean
/-- Let `H` be Hermitian, `S` positive definite and `ψ` a nondegenerate ground state. Among vectors
S-orthogonal to `ψ`, `F` has a unique minimizer `y`; it solves the projected Sternheimer equation,
and `F(x) - F(y) = ⟨x - y, (H - e S)(x - y)⟩`. -/
theorem second_order_minimum (hH : H.IsHermitian) (hS : S.PosDef) (hψ : IsGround H S e ψ)
    (b : n → ℂ) : ∃ y, SOrth S ψ y ∧
      shifted H S e *ᵥ y + b = ((star ψ ⬝ᵥ b) / (star ψ ⬝ᵥ S *ᵥ ψ)) • (S *ᵥ ψ) ∧
      ∀ x, SOrth S ψ x →
        energy H S e b x - energy H S e b y = expect (shifted H S e) (x - y) ∧
        (x ≠ y → energy H S e b y < energy H S e b x) := by
  obtain ⟨y, hy, hr⟩ := exists_response hH hS hψ b
  refine ⟨y, hy, hr, fun x hx => ?_⟩
  have hE := energy_sub_response hH hS.isHermitian hy hr hx
  refine ⟨hE, fun hne => ?_⟩
  have hxy : SOrth S ψ (x - y) := by
    unfold SOrth at *
    rw [mulVec_sub, dotProduct_sub, hx, hy, sub_self]
  have hpos := expect_shifted_pos hH hS hψ hxy (sub_ne_zero.2 hne)
  linarith
```

Q: An incomplete basis and an unfinished iteration are different errors. Can they be told apart?

A: Yes. Let V be a subspace of the complement and z ∈ V its response, meaning that Kz + b is orthogonal to all of V. For a trial x in V, apply the expansion once about z and once about y, then add:

F(x) − F(y) = ⟨x − z, K(x − z)⟩ + ⟨z − y, K(z − y)⟩.

Iterating within V can change only the first term. The theorem takes z as given. Only the response is restricted to V: ψ and e remain those of the full matrices. Using a smaller basis for the ground state too would generally change ψ and e, and the splitting does not cover that error.

```lean
/-- For Hermitian `H` and `S`, let `y` be the full response and `z` the response in a basis space
`V`, all S-orthogonal to `ψ`. For a trial `x` in `V`, the error `F(x) - F(y)` is the sum of a
convergence error from `x - z` and a basis error from `z - y`. -/
theorem error_splitting (hH : H.IsHermitian) (hS : S.IsHermitian) {b x y z : n → ℂ} {f : ℂ}
    (hy : SOrth S ψ y) (hr : shifted H S e *ᵥ y + b = f • (S *ᵥ ψ))
    (V : Submodule ℂ (n → ℂ)) (hV : ∀ v ∈ V, SOrth S ψ v) (hzV : z ∈ V)
    (hz : ∀ v ∈ V, star v ⬝ᵥ (shifted H S e *ᵥ z + b) = 0) (hxV : x ∈ V) :
    energy H S e b x - energy H S e b y =
      expect (shifted H S e) (x - z) + expect (shifted H S e) (z - y) := by
  have h1 := energy_sub_of_stationary (e := e) (b := b) (x := x) (z := z) hH hS
    (by rw [hz _ (V.sub_mem hxV hzV), Complex.zero_re])
  have h2 := energy_sub_response hH hS hy hr (hV z hzV)
  linarith
```

Q: A phonon moves the atoms, so S changes too. Is F still an energy?

A: Up to terms independent of x. Expand H + λH₁ + λ²H₂, S + λS₁ + λ²S₂, the level e + λe₁ + λ²e₂ and the orbital ψ + λy + λ²z, where z is now the second-order orbital. With K₁ = H₁ − eS₁ and K₂ = H₂ − eS₂, the first two orders are

Ky + K₁ψ = e₁Sψ,

Kz + K₁y + K₂ψ = e₁(Sy + S₁ψ) + e₂Sψ.

Set b = K₁ψ and choose ⟨ψ, Sy⟩ = 0. Projecting the first equation on y gives ⟨y, Ky⟩ = −⟨y, b⟩, so F(y) = Re⟨y, b⟩. Projecting the second on ψ and taking real parts gives

e₂⟨ψ, Sψ⟩ = F(y) + Re⟨ψ, K₂ψ⟩ − e₁ Re⟨ψ, S₁ψ⟩.

Replacing F(y) by F(x), for any x with ⟨ψ, Sx⟩ = 0, cannot lower the right side. For ⟨ψ, Sψ⟩ = 1 this bounds e₂ itself, the coefficient of λ² and so half the second derivative. The theorem assumes solutions of the two equations; it does not derive the expansion in λ. In the code, `p1` and `p2` are the two projections.

```lean
/-- Let `H`, `H₁`, `S₁` be Hermitian, `S` positive definite, `ψ` a nondegenerate ground state, and
let `y`, `z`, `e₁`, `e₂` solve the first- and second-order equations with `y` S-orthogonal to `ψ`.
Every trial response `x` S-orthogonal to `ψ` gives an upper bound on `e₂ ⟨ψ, S ψ⟩`. -/
theorem second_order_energy_le (hH : H.IsHermitian) (hS : S.PosDef) (hψ : IsGround H S e ψ)
    {H₁ S₁ H₂ S₂ : Matrix n n ℂ} (hH₁ : H₁.IsHermitian) (hS₁ : S₁.IsHermitian)
    {e₁ e₂ : ℝ} {x y z : n → ℂ} (hy : SOrth S ψ y)
    (h1 : shifted H S e *ᵥ y + shifted H₁ S₁ e *ᵥ ψ = (e₁ : ℂ) • (S *ᵥ ψ))
    (h2 : shifted H S e *ᵥ z + shifted H₁ S₁ e *ᵥ y + shifted H₂ S₂ e *ᵥ ψ =
      (e₁ : ℂ) • (S *ᵥ y + S₁ *ᵥ ψ) + (e₂ : ℂ) • (S *ᵥ ψ))
    (hx : SOrth S ψ x) :
    e₂ * expect S ψ ≤ energy H S e (shifted H₁ S₁ e *ᵥ ψ) x
      + expect (shifted H₂ S₂ e) ψ - e₁ * expect S₁ ψ := by
  have hle : energy H S e (shifted H₁ S₁ e *ᵥ ψ) y ≤
      energy H S e (shifted H₁ S₁ e *ᵥ ψ) x := by
    rcases eq_or_ne x y with rfl | hne
    · exact le_rfl
    · have hE := energy_sub_response hH hS.isHermitian hy h1 hx
      have hxy : SOrth S ψ (x - y) := by
        unfold SOrth at *
        rw [mulVec_sub, dotProduct_sub, hx, hy, sub_self]
      have hpos := expect_shifted_pos hH hS hψ hxy (sub_ne_zero.2 hne)
      linarith
  have a0 : star ψ ⬝ᵥ shifted H S e *ᵥ z = 0 := by
    rw [braket_swap (shifted_isHermitian hH hS.isHermitian e), shifted, sub_mulVec,
      smul_mulVec, hψ.eigen, sub_self, dotProduct_zero, star_zero]
  have a1 : (star ψ ⬝ᵥ shifted H₁ S₁ e *ᵥ y).re = (star y ⬝ᵥ shifted H₁ S₁ e *ᵥ ψ).re := by
    rw [braket_swap (shifted_isHermitian hH₁ hS₁ e) ψ y]
    exact Complex.conj_re _
  have a2 : star ψ ⬝ᵥ S *ᵥ y = 0 := hy
  have a3 : star y ⬝ᵥ S *ᵥ ψ = 0 := by rw [braket_swap hS.isHermitian, a2, star_zero]
  -- project the first-order equation on `y` and the second-order equation on `ψ`
  have p1 := congrArg (fun w => (star y ⬝ᵥ w).re) h1
  have p2 := congrArg (fun w => (star ψ ⬝ᵥ w).re) h2
  simp only [dotProduct_add, dotProduct_smul, smul_eq_mul, Complex.add_re,
    Complex.re_ofReal_mul, a0, a1, a2, a3, Complex.zero_re] at p1 p2
  have hE : energy H S e (shifted H₁ S₁ e *ᵥ ψ) y =
      (star y ⬝ᵥ shifted H₁ S₁ e *ᵥ ψ).re := by
    unfold energy expect
    linarith
  unfold expect
  linarith
```

Q: Does anything with a genuine overlap satisfy the conditions on H, S and ψ?

A: This 2×2 pair does.

```lean
/-- The matrices `H = (1, 1; 1, 3)` and `S = (1, 1; 1, 2)` are Hermitian and positive definite,
respectively, and `(1, 0)` is their nondegenerate ground state at level `1`. -/
theorem isGround_witness :
    (!![1, 1; 1, 3] : Matrix (Fin 2) (Fin 2) ℂ).IsHermitian ∧
    (!![1, 1; 1, 2] : Matrix (Fin 2) (Fin 2) ℂ).PosDef ∧
    IsGround (!![1, 1; 1, 3] : Matrix (Fin 2) (Fin 2) ℂ) !![1, 1; 1, 2] 1 ![1, 0] := by
  refine ⟨?_, ?_, ?_, ?_, ?_, ?_⟩
  · ext i j
    fin_cases i <;> fin_cases j <;> simp
  · refine posDef_iff_dotProduct_mulVec.2 ⟨?_, fun x hx => ?_⟩
    · ext i j
      fin_cases i <;> fin_cases j <;> simp
    · have h : star x ⬝ᵥ (!![1, 1; 1, 2] : Matrix (Fin 2) (Fin 2) ℂ) *ᵥ x =
          ((Complex.normSq (x 0 + x 1) + Complex.normSq (x 1) : ℝ) : ℂ) := by
        apply Complex.ext <;>
          simp [dotProduct, mulVec, Fin.sum_univ_two, Complex.normSq_apply] <;> ring
      rw [h]
      have hpos : 0 < Complex.normSq (x 0 + x 1) + Complex.normSq (x 1) := by
        by_cases h1 : x 1 = 0
        · have h0 : x 0 ≠ 0 := fun h0 => hx (by ext i; fin_cases i <;> simp [h0, h1])
          rw [h1, add_zero, map_zero, add_zero]
          exact Complex.normSq_pos.2 h0
        · exact add_pos_of_nonneg_of_pos (Complex.normSq_nonneg _) (Complex.normSq_pos.2 h1)
      exact_mod_cast hpos
  · intro h
    have h0 := congrFun h 0
    simp at h0
  · ext i
    fin_cases i <;> simp [mulVec, dotProduct, Fin.sum_univ_two]
  · intro x
    have h : expect (!![1, 1; 1, 3] : Matrix (Fin 2) (Fin 2) ℂ) x =
        expect !![1, 1; 1, 2] x + Complex.normSq (x 1) := by
      simp [expect, dotProduct, mulVec, Fin.sum_univ_two, Complex.normSq_apply]
      ring
    rw [h]
    linarith [Complex.normSq_nonneg (x 1)]
  · intro x h
    have h1 : x 0 + 3 * x 1 = x 0 + 2 * x 1 := by
      simpa [mulVec, dotProduct, Fin.sum_univ_two] using congrFun h 1
    have h2 : x 1 = 0 := by linear_combination h1
    refine ⟨x 0, ?_⟩
    ext i
    fin_cases i <;> simp [h2]

end UltrasoftSecondOrder
```

```lean
#print axioms UltrasoftSecondOrder.second_order_minimum
-- 'UltrasoftSecondOrder.second_order_minimum' depends on axioms: [propext, Classical.choice, Quot.sound]
#print axioms UltrasoftSecondOrder.error_splitting
-- 'UltrasoftSecondOrder.error_splitting' depends on axioms: [propext, Classical.choice, Quot.sound]
#print axioms UltrasoftSecondOrder.second_order_energy_le
-- 'UltrasoftSecondOrder.second_order_energy_le' depends on axioms: [propext, Classical.choice, Quot.sound]
```

Q: Put numbers in.

A: Here ψ = (1, 0), e = 1, Sψ = (1, 1) and K = (0, 0; 0, 1). The complement consists of the vectors x = (−t, t). Take b = (1, 0), so that

F(x) = |t|² − 2 Re t.

The minimum is −1 at t = 1, so y = (−1, 1). Indeed Ky + b = (1, 1) = Sψ. An unconverged t = 1/2 gives F = −3/4, and the excess 1/4 equals |1/2 − 1|².

Q: I would have projected ψ out of b, as for an ordinary eigenvalue problem.

A: That is wrong in general, because Sψ need not be parallel to ψ. Here b equals ψ, so your projected source would be zero, your response zero, and the whole −1 lost. The component to remove is along Sψ: b − Sψ = (0, −1), which gives the correct y.
